# Moments of the Boys function: for naturals $n<m$, $\int_0^\infty T^nF_m(T)\,dT=\dfrac{n!}{2m-2n-1}$

A Gaussian charge density $e^{-pr^2}$ with $p>0$ produces, in atomic units, the Coulomb potential $\frac{2\pi}{p}F_0(pR^2)$ at distance $R$ from its centre. Here $F_0$ is the first of the Boys functions

$$F_m(T)=\int_0^1 t^{2m}e^{-Tt^2}\,dt,\qquad m=0,1,2,\dots$$

Differentiating the potential with respect to position brings in the higher $F_m$, because $F_m'=-F_{m+1}$. Suppose the factor $F_m(pR^2)$ is integrated over all distances with weight $R^{2n+1}$. With $T=pR^2$ this gives

$$\int_0^\infty R^{2n+1}F_m(pR^2)\,dR=\frac{1}{2p^{n+1}}\int_0^\infty T^nF_m(T)\,dT .$$

When is the integral on the right finite, and what is its value? The problems below answer this, first for a real power $T^{s-1}$ with $s>0$ and then for $T^n$. In electronic structure codes the result can serve as a check on an implementation of $F_m$, though it constrains only an integral over all $T$ of this one-variable function and not the error at any single $T$.

```lean
import Mathlib

open MeasureTheory Set

namespace BoysMellin

noncomputable section
```

In the Lean file, `boys m T` is $F_m(T)$, with `m` a natural number and `T` any real number. The range $T>0$ enters through the set `Ioi 0` over which `T` is integrated.

```lean
/-- The Boys function `F_m(T)`, the integral of `t^(2m) exp(-T t²)` over `[0, 1]`. -/
def boys (m : ℕ) (T : ℝ) : ℝ :=
  ∫ t in (0 : ℝ)..1, t ^ (2 * m) * Real.exp (-T * t ^ 2)
```

## (a) The $T$-integral at fixed $t$

**Task.** For $s>0$ and $t>0$, evaluate $\int_0^\infty T^{s-1}\,t^{2m}e^{-Tt^2}\,dT$.

**Solution.** Substitute $u=t^2T$, so that $T=u/t^2$ and $dT=du/t^2$:

$$t^{2m}\int_0^\infty T^{s-1}e^{-t^2T}\,dT=t^{2m}\,t^{-2s}\int_0^\infty u^{s-1}e^{-u}\,du=\Gamma(s)\,t^{2m-2s}.$$

In Lean the substitution is supplied by Mathlib's Gamma integral `Real.integral_rpow_mul_exp_neg_mul_Ioi`, which returns $(1/t^2)^s\,\Gamma(s)$. The rest of the proof takes the constant $t^{2m}$ outside the integral and combines the powers of $t$, which requires $t>0$ because the exponent $2m-2s$ is real.

```lean
/-- At fixed `t > 0`, the Mellin transform in `T` of the Boys integrand is
`Γ(s) t^(2m - 2s)`. -/
theorem integrand_mellin (m : ℕ) {s t : ℝ} (hs : 0 < s) (ht : 0 < t) :
    ∫ T in Ioi (0 : ℝ), T ^ (s - 1) * (t ^ (2 * m) * Real.exp (-T * t ^ 2))
      = Real.Gamma s * t ^ (2 * (m : ℝ) - 2 * s) := by
  have h := Real.integral_rpow_mul_exp_neg_mul_Ioi hs (pow_pos ht 2)
  have h1 : 1 / t ^ 2 = t ^ (-2 : ℝ) := by
    rw [Real.rpow_neg ht.le, Real.rpow_two, one_div]
  calc ∫ T in Ioi (0 : ℝ), T ^ (s - 1) * (t ^ (2 * m) * Real.exp (-T * t ^ 2))
      = ∫ T in Ioi (0 : ℝ), t ^ (2 * m) * (T ^ (s - 1) * Real.exp (-(t ^ 2 * T))) := by
        congr 1
        funext T
        rw [show -T * t ^ 2 = -(t ^ 2 * T) by ring]
        ring
    _ = t ^ (2 * m) * ((1 / t ^ 2) ^ s * Real.Gamma s) := by
        rw [integral_const_mul, h]
    _ = Real.Gamma s * t ^ (2 * (m : ℝ) - 2 * s) := by
        rw [h1, ← Real.rpow_mul ht.le,
          show 2 * (m : ℝ) - 2 * s = ((2 * m : ℕ) : ℝ) + (-2) * s by push_cast; ring,
          Real.rpow_add ht, Real.rpow_natCast]
        ring
```

## (b) Integrability in both variables

**Task.** Show that for $0<s<m+\tfrac12$ the function $T^{s-1}t^{2m}e^{-Tt^2}$ is integrable over the region $T>0$, $0<t\le1$.

**Solution.** The function is nonnegative, so by Tonelli's theorem it is enough that the iterated integral is finite. By (a), the inner integral over $T$ is $\Gamma(s)t^{2m-2s}$. The condition $s<m+\tfrac12$ says that $2m-2s>-1$, and therefore

$$\int_0^1 t^{2m-2s}\,dt<\infty .$$

In the formal statement `p` is not the Gaussian exponent of the opening but a pair, which holds $T$ as `p.1` and $t$ as `p.2`, and the measure is the product of Lebesgue measures restricted to the two ranges. The lemma `integrable_prod_iff'` splits the claim in two: almost every slice at fixed $t$ is integrable in $T$, and the slice integrals of the absolute value are integrable in $t$. For the first part the proof uses Lean's convention that a non-integrable function has integral $0$: the value found in (a) is strictly positive, so the slice must be integrable. The second part is the power integral above, with nonnegativity removing the absolute value.

```lean
/-- For `0 < s < m + 1/2` the weighted Boys integrand is integrable jointly in
`T > 0` and `0 < t ≤ 1`. -/
theorem integrable_joint (m : ℕ) {s : ℝ} (hs : 0 < s) (hsm : s < m + 1 / 2) :
    Integrable (fun p : ℝ × ℝ =>
      p.1 ^ (s - 1) * (p.2 ^ (2 * m) * Real.exp (-p.1 * p.2 ^ 2)))
      ((volume.restrict (Ioi 0)).prod (volume.restrict (Ioc 0 1))) := by
  have hmeas : Measurable (fun p : ℝ × ℝ =>
      p.1 ^ (s - 1) * (p.2 ^ (2 * m) * Real.exp (-p.1 * p.2 ^ 2))) :=
    (measurable_fst.pow_const (s - 1)).mul (Continuous.measurable (by fun_prop))
  rw [integrable_prod_iff' hmeas.aestronglyMeasurable]
  constructor
  · -- a nonzero Bochner integral forces integrability of each slice
    filter_upwards [ae_restrict_mem measurableSet_Ioc] with t ht
    by_contra h
    have h0 := integral_undef h
    have hp : 0 < Real.Gamma s * t ^ (2 * (m : ℝ) - 2 * s) :=
      mul_pos (Real.Gamma_pos_of_pos hs) (Real.rpow_pos_of_pos ht.1 _)
    exact hp.ne' ((integrand_mellin m hs ht.1).symm.trans h0)
  · -- the slice integrals form an integrable power of `t`
    have hr : IntegrableOn (fun t : ℝ => t ^ (2 * (m : ℝ) - 2 * s)) (Ioc 0 1) :=
      (intervalIntegrable_iff_integrableOn_Ioc_of_le zero_le_one).1
        (intervalIntegral.intervalIntegrable_rpow' (by linarith))
    refine Integrable.congr (Integrable.const_mul hr (Real.Gamma s)) ?_
    filter_upwards [ae_restrict_mem measurableSet_Ioc] with t ht
    refine (integrand_mellin m hs ht.1).symm.trans ?_
    refine setIntegral_congr_fun measurableSet_Ioi fun T hT => ?_
    have hT0 : 0 < T := hT
    have ht0 : 0 < t := ht.1
    show T ^ (s - 1) * (t ^ (2 * m) * Real.exp (-T * t ^ 2))
      = ‖T ^ (s - 1) * (t ^ (2 * m) * Real.exp (-T * t ^ 2))‖
    rw [Real.norm_of_nonneg (by positivity)]
```

## (c) The Mellin transform of $F_m$

**Task.** For $0<s<m+\tfrac12$, show that $T^{s-1}F_m(T)$ is integrable over $T>0$ and compute its integral.

**Solution.** Part (b) allows Fubini's theorem, which gives integrability and lets the order of integration be exchanged:

$$\int_0^\infty T^{s-1}F_m(T)\,dT=\int_0^1\Gamma(s)\,t^{2m-2s}\,dt=\frac{\Gamma(s)}{2m+1-2s}.$$

The theorem states both conclusions, joined by `∧`. The auxiliary statement `hb` identifies the integral over $t$ with $T^{s-1}F_m(T)$. Integrability then comes from `integral_prod_left`, and the exchange is `integral_integral_swap`. In the last step `integral_rpow` integrates the power of $t$; the lower limit contributes nothing because $2m-2s+1>0$.

```lean
/-- Mellin transform of the Boys function: for `0 < s < m + 1/2`, `T^(s-1) F_m(T)` is
integrable over `T > 0` with integral `Γ(s) / (2m + 1 - 2s)`. -/
theorem boys_mellin (m : ℕ) {s : ℝ} (hs : 0 < s) (hsm : s < m + 1 / 2) :
    IntegrableOn (fun T : ℝ => T ^ (s - 1) * boys m T) (Ioi 0) ∧
    ∫ T in Ioi (0 : ℝ), T ^ (s - 1) * boys m T
      = Real.Gamma s / (2 * (m : ℝ) + 1 - 2 * s) := by
  have hp := integrable_joint m hs hsm
  have hb : ∀ T : ℝ, ∫ t in Ioc (0 : ℝ) 1,
      T ^ (s - 1) * (t ^ (2 * m) * Real.exp (-T * t ^ 2)) = T ^ (s - 1) * boys m T := by
    intro T
    rw [integral_const_mul, boys, intervalIntegral.integral_of_le zero_le_one]
  have hne : 2 * (m : ℝ) - 2 * s + 1 ≠ 0 := ne_of_gt (by linarith)
  constructor
  · exact Integrable.congr hp.integral_prod_left (Filter.Eventually.of_forall hb)
  · -- exchange the order of integration, then integrate the power of `t`
    calc ∫ T in Ioi (0 : ℝ), T ^ (s - 1) * boys m T
        = ∫ T in Ioi (0 : ℝ), ∫ t in Ioc (0 : ℝ) 1,
            T ^ (s - 1) * (t ^ (2 * m) * Real.exp (-T * t ^ 2)) :=
          integral_congr_ae (Filter.Eventually.of_forall fun T => (hb T).symm)
      _ = ∫ t in Ioc (0 : ℝ) 1, ∫ T in Ioi (0 : ℝ),
            T ^ (s - 1) * (t ^ (2 * m) * Real.exp (-T * t ^ 2)) :=
          integral_integral_swap
            (f := fun T t : ℝ => T ^ (s - 1) * (t ^ (2 * m) * Real.exp (-T * t ^ 2))) hp
      _ = ∫ t in Ioc (0 : ℝ) 1, Real.Gamma s * t ^ (2 * (m : ℝ) - 2 * s) :=
          setIntegral_congr_fun measurableSet_Ioc fun t ht => integrand_mellin m hs ht.1
      _ = Real.Gamma s / (2 * (m : ℝ) + 1 - 2 * s) := by
          rw [integral_const_mul,
            ← intervalIntegral.integral_of_le (zero_le_one : (0 : ℝ) ≤ 1),
            integral_rpow (Or.inl (by linarith)), Real.one_rpow, Real.zero_rpow hne,
            show 2 * (m : ℝ) - 2 * s + 1 = 2 * (m : ℝ) + 1 - 2 * s by ring]
          ring
```

## (d) A lower bound on the tail

**Task.** Show that for $T\ge1$

$$F_m(T)\ \ge\ \frac{T^{-(m+1/2)}}{e\,(2m+1)} .$$

**Solution.** Let $a=T^{-1/2}$, so that $0<a\le1$ and $Ta^2=1$. For $0\le t\le a$ we have $Tt^2\le1$, hence $e^{-Tt^2}\ge e^{-1}$. The integrand is nonnegative, so dropping the part of the integral from $a$ to $1$ can only lower its value:

$$F_m(T)\ge\int_0^a t^{2m}e^{-Tt^2}\,dt\ge\frac1e\int_0^a t^{2m}\,dt=\frac{a^{2m+1}}{e(2m+1)}=\frac{T^{-(m+1/2)}}{e(2m+1)} .$$

The Lean proof reads this chain from right to left. The facts `ha1` and `haT` record $a\le1$ and $Ta^2=1$, and `hap` rewrites the power of $T$ as $a^{2m+1}$. The comparison of integrands is `integral_mono_on`, and `integral_add_adjacent_intervals` splits $[0,1]$ at $a$.

```lean
/-- For `T ≥ 1` the Boys function is at least `T^(-(m + 1/2)) / (e (2m + 1))`. -/
theorem boys_lower_bound (m : ℕ) {T : ℝ} (hT : 1 ≤ T) :
    T ^ (-((m : ℝ) + 1 / 2)) / (Real.exp 1 * (2 * m + 1)) ≤ boys m T := by
  have hT0 : 0 < T := by linarith
  -- cut the integral at `a = T^(-1/2)`, where the exponent reaches `-1`
  obtain ⟨a, ha⟩ : ∃ a : ℝ, a = T ^ (-(1 / 2) : ℝ) := ⟨_, rfl⟩
  have ha0 : 0 < a := by rw [ha]; exact Real.rpow_pos_of_pos hT0 _
  have ha1 : a ≤ 1 := by
    rw [ha]; exact Real.rpow_le_one_of_one_le_of_nonpos hT (by norm_num)
  have haT : T * a ^ 2 = 1 := by
    rw [ha, ← Real.rpow_natCast, ← Real.rpow_mul hT0.le,
      show (-(1 / 2) : ℝ) * ((2 : ℕ) : ℝ) = -1 by norm_num, Real.rpow_neg_one,
      mul_inv_cancel₀ hT0.ne']
  have hap : T ^ (-((m : ℝ) + 1 / 2)) = a ^ (2 * m + 1) := by
    rw [ha, ← Real.rpow_natCast, ← Real.rpow_mul hT0.le]
    congr 1
    push_cast
    ring
  have hint : ∀ x y : ℝ, IntervalIntegrable
      (fun t : ℝ => t ^ (2 * m) * Real.exp (-T * t ^ 2)) volume x y :=
    fun x y => Continuous.intervalIntegrable (by fun_prop) x y
  calc T ^ (-((m : ℝ) + 1 / 2)) / (Real.exp 1 * (2 * m + 1))
      = ∫ t in (0 : ℝ)..a, t ^ (2 * m) * Real.exp (-1) := by
        rw [intervalIntegral.integral_mul_const, integral_pow, hap, Real.exp_neg,
          zero_pow (Nat.succ_ne_zero _), sub_zero]
        push_cast
        field_simp
    _ ≤ ∫ t in (0 : ℝ)..a, t ^ (2 * m) * Real.exp (-T * t ^ 2) := by
        refine intervalIntegral.integral_mono_on ha0.le
          (Continuous.intervalIntegrable (by fun_prop) _ _) (hint 0 a) fun t ht => ?_
        have h1 : t ^ 2 ≤ a ^ 2 := pow_le_pow_left₀ ht.1 ht.2 2
        have h2 : T * t ^ 2 ≤ T * a ^ 2 := mul_le_mul_of_nonneg_left h1 hT0.le
        exact mul_le_mul_of_nonneg_left (Real.exp_le_exp.2 (by linarith))
          (pow_nonneg ht.1 _)
    _ ≤ boys m T := by
        rw [boys, ← intervalIntegral.integral_add_adjacent_intervals (hint 0 a) (hint a 1)]
        refine le_add_of_nonneg_right (intervalIntegral.integral_nonneg ha1 fun t ht => ?_)
        have ht0 : 0 ≤ t := ha0.le.trans ht.1
        positivity
```

## (e) Divergence from $s=m+\tfrac12$ onwards

**Task.** Show that $T^{s-1}F_m(T)$ is not integrable over $T>0$ when $s\ge m+\tfrac12$.

**Solution.** For $T\ge1$, part (d) gives

$$T^{s-1}F_m(T)\ \ge\ \frac{T^{\,s-1-(m+1/2)}}{e(2m+1)}\ \ge\ \frac{1}{e(2m+1)}\,\frac1T ,$$

because the exponent $s-1-(m+\tfrac12)$ is at least $-1$. The integral of $1/T$ from $1$ to infinity diverges logarithmically, so the larger function is not integrable either.

The formal proof argues by contradiction. It assumes integrability, restricts to $T>1$, and uses the inequality above, multiplied by $e(2m+1)$, in `Integrable.mono'` to conclude that $T^{-1}$ is integrable there. By `integrableOn_Ioi_rpow_iff` that would require $-1<-1$.

```lean
/-- For `s ≥ m + 1/2` the function `T^(s-1) F_m(T)` is not integrable over `T > 0`. -/
theorem boys_mellin_diverges (m : ℕ) {s : ℝ} (hs : (m : ℝ) + 1 / 2 ≤ s) :
    ¬ IntegrableOn (fun T : ℝ => T ^ (s - 1) * boys m T) (Ioi 0) := by
  intro h
  have h1 : IntegrableOn (fun T : ℝ => T ^ (s - 1) * boys m T) (Ioi 1) :=
    h.mono_set (Ioi_subset_Ioi zero_le_one)
  -- for `T > 1`, a constant multiple of `T^(s-1) F_m(T)` is at least `1/T`
  have h2 : IntegrableOn (fun T : ℝ => T ^ (-1 : ℝ)) (Ioi 1) := by
    refine Integrable.mono' (Integrable.const_mul h1 (Real.exp 1 * (2 * m + 1)))
      (measurable_id.pow_const (-1 : ℝ)).aestronglyMeasurable ?_
    filter_upwards [ae_restrict_mem measurableSet_Ioi] with T hT
    have hT1 : 1 < T := hT
    have hT0 : 0 < T := by linarith
    have hb := (div_le_iff₀' (by positivity)).1 (boys_lower_bound m hT1.le)
    rw [Real.norm_of_nonneg (Real.rpow_nonneg hT0.le _)]
    calc T ^ (-1 : ℝ) ≤ T ^ (s - 1 + -((m : ℝ) + 1 / 2)) :=
          Real.rpow_le_rpow_of_exponent_le hT1.le (by linarith)
      _ = T ^ (s - 1) * T ^ (-((m : ℝ) + 1 / 2)) := Real.rpow_add hT0 _ _
      _ ≤ T ^ (s - 1) * (Real.exp 1 * (2 * m + 1) * boys m T) :=
          mul_le_mul_of_nonneg_left hb (Real.rpow_nonneg hT0.le _)
      _ = Real.exp 1 * (2 * m + 1) * (T ^ (s - 1) * boys m T) := by ring
  exact lt_irrefl _ ((integrableOn_Ioi_rpow_iff zero_lt_one).1 h2)
```

## (f) The factorial formula

**Task.** For natural numbers $n<m$, show that $T^nF_m(T)$ is integrable over $T>0$ and find its integral.

**Solution.** Put $s=n+1$ in (c). Since $n$ and $m$ are integers, $n<m$ means $n+1\le m$, so $0<s<m+\tfrac12$. With $\Gamma(n+1)=n!$,

$$\int_0^\infty T^nF_m(T)\,dT=\frac{n!}{2m+1-2(n+1)}=\frac{n!}{2m-2n-1}.$$

The smallest case, $n=0$ and $m=1$, gives $\int_0^\infty F_1(T)\,dT=1$. This agrees with $F_1=-F_0'$, $F_0(0)=1$ and $F_0(T)\to0$ as $T\to\infty$.

In Lean, `hc` is the inequality $n+1\le m$ between real numbers, and the `simp only` step turns the real power $T^{(n+1)-1}$ into the natural power $T^n$ and the Gamma value into a factorial. The denominator is computed in the reals, where it is at least $1$.

```lean
/-- For naturals `n < m`, `T^n F_m(T)` is integrable over `T > 0` and its integral
equals `n! / (2m - 2n - 1)`. -/
theorem boys_moment {n m : ℕ} (hnm : n < m) :
    IntegrableOn (fun T : ℝ => T ^ n * boys m T) (Ioi 0) ∧
    ∫ T in Ioi (0 : ℝ), T ^ n * boys m T
      = (n.factorial : ℝ) / (2 * (m : ℝ) - 2 * n - 1) := by
  have hc : (n : ℝ) + 1 ≤ m := by exact_mod_cast hnm
  have h := boys_mellin m (s := (n : ℝ) + 1) (by positivity) (by linarith)
  simp only [add_sub_cancel_right, Real.rpow_natCast, Real.Gamma_nat_eq_factorial] at h
  rw [show 2 * (m : ℝ) - 2 * n - 1 = 2 * (m : ℝ) + 1 - 2 * ((n : ℝ) + 1) by ring]
  exact h
```

## (g) Which moments are finite

**Task.** Show that, for natural numbers $n$ and $m$, the function $T^nF_m(T)$ is integrable over $T>0$ exactly when $n<m$.

**Solution.** If $n<m$, integrability is part of (f). If $n\ge m$, then $s=n+1\ge m+1>m+\tfrac12$, and (e) rules it out. In particular, no moment of $F_0$ with a natural power $n$ is finite. This reflects the slow $1/R$ decay of the Coulomb potential.

The theorem is an equivalence `↔` for arbitrary `n` and `m`. Its backward direction takes the first half of `boys_moment`; its forward direction assumes that $n<m$ fails and applies `boys_mellin_diverges` at $s=n+1$.

```lean
/-- The function `T^n F_m(T)` is integrable over `T > 0` exactly when `n < m`. -/
theorem boys_moment_integrable_iff (n m : ℕ) :
    IntegrableOn (fun T : ℝ => T ^ n * boys m T) (Ioi 0) ↔ n < m := by
  refine ⟨fun h => ?_, fun h => (boys_moment h).1⟩
  by_contra hnm
  have hc : (m : ℝ) ≤ n := by exact_mod_cast not_lt.1 hnm
  have hd := boys_mellin_diverges m (s := (n : ℝ) + 1) (by linarith)
  simp only [add_sub_cancel_right, Real.rpow_natCast] at hd
  exact hd h

end

end BoysMellin
```

```lean
#print axioms BoysMellin.boys_moment_integrable_iff
-- 'BoysMellin.boys_moment_integrable_iff' depends on axioms: [propext, Classical.choice, Quot.sound]
```
